# For positive gaps and a stable Hessian, semidefinite coupling fixes the order of coupled and uncoupled static response

Let $i$ label the occupied-virtual excitations in a finite real basis. The matrix $D=\mathrm{diag}(d_i)$ holds the orbital energy gaps, $K$ is the coupling from the response of the Fock operator, and $h$ is the perturbation vector. The uncoupled amplitudes are $u_i=h_i/d_i$. The coupled amplitudes $x$ solve

$$(D+K)x=h .$$

The responses compared are $h\cdot u$ and $h\cdot x$, without spin factors or other prefactors. The matrix $D+K$ is called the Hessian, and it is stable if $y\cdot(D+K)y>0$ for every $y\ne0$.

## The two inequalities

- If all $d_i>0$ and $y\cdot Ky\ge0$ for every $y$, then $h\cdot x\le h\cdot u$.
- If $K$ is symmetric, $y\cdot Ky\le0$ for every $y$, and $D+K$ is stable, then $h\cdot x\ge h\cdot u$.

In both cases equality holds exactly when $Ku=0$.

For real orbitals and a real static perturbation, Hartree-only coupling has a nonnegative quadratic form, and the exchange-only coupling of spin-triplet response from a closed-shell Hartree-Fock reference is symmetric with a nonpositive one. Stability in the triplet case is a separate condition and can fail. Singlet Hartree-Fock coupling contains both contributions and need not have either sign.

## One product with $K$ before the iterative solve

A coupled-perturbed solver can start from $u$, obtained by dividing by the gaps. Its first residual is $h-(D+K)u=-Ku$, so a zero residual means that the uncoupled amplitudes already solve the equation. For symmetric $K$, nonzero gaps and a stable Hessian, the same product gives the lower bound $h\cdot u-u\cdot Ku\le h\cdot x$. In a finite-basis static response calculation with positive gaps and symmetric semidefinite coupling, a converged result on the wrong side of $h\cdot u$ points to an implementation error, a Hessian that is not stable, or numerical error.

## Screening and relaxation as quadratic forms

Stability makes $D+K$ invertible, since a null vector would have zero quadratic form. Because $(D+K)u=h+Ku$, uniqueness gives $x=u$ exactly when $Ku=0$.

**Nonnegative coupling.** For $y\ne0$, $y\cdot(D+K)y=\sum_i d_iy_i^2+y\cdot Ky>0$, so stability follows. Subtracting $(D+K)x=h$ from $Du=h$ gives $D(u-x)=Kx$. Hence

$$\begin{aligned}
h\cdot u-h\cdot x&=\sum_i d_iu_i(u_i-x_i)\\
&=\sum_i d_ix_i(u_i-x_i)+\sum_i d_i(u_i-x_i)^2\\
&=x\cdot Kx+\sum_i d_i(u_i-x_i)^2 .
\end{aligned}$$

Both terms are nonnegative. If the left side vanishes, so does the sum, and positive gaps force $x=u$.

**Symmetric coupling.** Here $(D+K)(x-u)=-Ku$. Also $h\cdot x=u\cdot Dx$ and $h\cdot u=u\cdot(D+K)x$, so $h\cdot x-h\cdot u=-u\cdot Kx$. Using $x\cdot Ku=u\cdot Kx$,

$$\begin{aligned}
(x-u)\cdot(D+K)(x-u)&=-x\cdot Ku+u\cdot Ku\\
&=h\cdot x-h\cdot u+u\cdot Ku .
\end{aligned}$$

Stability makes the left side nonnegative, and zero only for $x=u$. This is the lower bound above. If $K$ is also nonpositive, then $-u\cdot Ku\ge0$ and the second inequality follows, with its equality condition. The gaps are then positive, because $d_i+K_{ii}>0$ and $K_{ii}\le0$.

**Indefinite coupling.** Take two gaps $g=2$ and off-diagonal coupling $k=1$. The Hessian is stable, and both fields $(1,1)$ and $(1,-1)$ have uncoupled response $1$. Their coupled responses are $2/3$ and $2$, so neither ordering holds for all fields.

## The Lean file

```lean
import Mathlib

open Matrix

namespace CoupledPerturbedHartreeFock

noncomputable section

variable {n : Type*} [Fintype n] [DecidableEq n]

/-- The orbital Hessian: orbital energy gaps `d` on the diagonal plus the coupling matrix `K`. -/
def hessian (d : n → ℝ) (K : Matrix n n ℝ) : Matrix n n ℝ := diagonal d + K

/-- A matrix is stable if its quadratic form is positive on every nonzero orbital rotation. -/
def IsStable (A : Matrix n n ℝ) : Prop := ∀ x : n → ℝ, x ≠ 0 → 0 < x ⬝ᵥ (A *ᵥ x)

/-- The coupled first-order amplitudes `(D + K)⁻¹ h`, for a nonsingular Hessian. -/
def coupledAmplitude (d : n → ℝ) (K : Matrix n n ℝ) (h : n → ℝ) : n → ℝ :=
  (hessian d K)⁻¹ *ᵥ h

/-- The uncoupled first-order amplitudes `D⁻¹ h`, for nonzero gaps. -/
def uncoupledAmplitude (d h : n → ℝ) : n → ℝ := fun i => h i / d i

/-- The coupled response `hᵀ (D + K)⁻¹ h`, for a nonsingular Hessian. -/
def coupledResponse (d : n → ℝ) (K : Matrix n n ℝ) (h : n → ℝ) : ℝ :=
  h ⬝ᵥ coupledAmplitude d K h

/-- The uncoupled response `hᵀ D⁻¹ h`, for nonzero gaps. -/
def uncoupledResponse (d h : n → ℝ) : ℝ := h ⬝ᵥ uncoupledAmplitude d h

/-- The Hessian acts on amplitudes by the gap term plus the coupling term. -/
theorem hessian_apply (d : n → ℝ) (K : Matrix n n ℝ) (x : n → ℝ) (i : n) :
    (hessian d K *ᵥ x) i = d i * x i + (K *ᵥ x) i := by
  simp [hessian, Matrix.add_mulVec, Matrix.mulVec_diagonal]

/-- The quadratic form of the Hessian is the gap term plus the quadratic form of the coupling. -/
theorem hessian_form (d : n → ℝ) (K : Matrix n n ℝ) (x : n → ℝ) :
    x ⬝ᵥ (hessian d K *ᵥ x) = ∑ i, d i * x i ^ 2 + x ⬝ᵥ (K *ᵥ x) := by
  simp only [dotProduct, hessian_apply]
  rw [← Finset.sum_add_distrib]
  exact Finset.sum_congr rfl fun i _ => by ring

/-- For a stable Hessian the coupled amplitudes are the unique solution of the
coupled-perturbed equation `(D + K) y = h`. -/
theorem cphf_iff {d : n → ℝ} {K : Matrix n n ℝ} (hA : IsStable (hessian d K))
    (h y : n → ℝ) : hessian d K *ᵥ y = h ↔ y = coupledAmplitude d K h := by
  -- a singular Hessian would have a nonzero vector with zero quadratic form
  have hu : IsUnit (hessian d K).det := by
    rw [isUnit_iff_ne_zero]
    intro h0
    obtain ⟨v, hv, hAv⟩ := Matrix.exists_mulVec_eq_zero_iff.mpr h0
    have hpos := hA v hv
    rw [hAv, dotProduct_zero] at hpos
    exact lt_irrefl _ hpos
  constructor
  · intro hy
    rw [coupledAmplitude, ← hy, Matrix.mulVec_mulVec, Matrix.nonsing_inv_mul _ hu,
      Matrix.one_mulVec]
  · intro hy
    rw [hy, coupledAmplitude, Matrix.mulVec_mulVec, Matrix.mul_nonsing_inv _ hu,
      Matrix.one_mulVec]

/-- For a stable Hessian and nonzero gaps, coupled and uncoupled amplitudes agree exactly when
the coupling annihilates the uncoupled amplitudes. -/
theorem amplitude_eq_iff {d : n → ℝ} {K : Matrix n n ℝ} (hA : IsStable (hessian d K))
    (hd : ∀ i, d i ≠ 0) (h : n → ℝ) :
    coupledAmplitude d K h = uncoupledAmplitude d h ↔ K *ᵥ uncoupledAmplitude d h = 0 := by
  have e (i : n) : d i * uncoupledAmplitude d h i = h i := mul_div_cancel₀' (hd i) (h i)
  rw [eq_comm, ← cphf_iff hA]
  constructor
  · intro hu
    funext i
    have hi := congrFun hu i
    rw [hessian_apply, e] at hi
    simpa using hi
  · intro hu
    funext i
    rw [hessian_apply, e, hu]
    simp
where
  mul_div_cancel₀' {a : ℝ} (ha : a ≠ 0) (b : ℝ) : a * (b / a) = b := by field_simp

/-- With positive gaps and a coupling of nonnegative quadratic form, the coupled response is at
most the uncoupled one, with equality exactly when `K D⁻¹ h = 0`. -/
theorem coupled_le_uncoupled {d : n → ℝ} {K : Matrix n n ℝ} (hd : ∀ i, 0 < d i)
    (hK : ∀ x : n → ℝ, 0 ≤ x ⬝ᵥ (K *ᵥ x)) (h : n → ℝ) :
    coupledResponse d K h ≤ uncoupledResponse d h ∧
      (coupledResponse d K h = uncoupledResponse d h ↔
        K *ᵥ uncoupledAmplitude d h = 0) := by
  have hA : IsStable (hessian d K) := by
    intro x hx
    obtain ⟨i, hi⟩ := Function.ne_iff.mp hx
    have hi' : x i ≠ 0 := hi
    have hs : 0 < ∑ j, d j * x j ^ 2 :=
      Finset.sum_pos' (fun j _ => mul_nonneg (hd j).le (sq_nonneg _))
        ⟨i, Finset.mem_univ i, mul_pos (hd i) (by positivity)⟩
    rw [hessian_form]
    linarith [hK x]
  rw [← amplitude_eq_iff hA (fun i => (hd i).ne')]
  unfold coupledResponse uncoupledResponse
  have hx := (cphf_iff hA h _).mpr rfl
  have e2 (i : n) : d i * uncoupledAmplitude d h i = h i := by
    have := (hd i).ne'
    unfold uncoupledAmplitude
    field_simp
  generalize coupledAmplitude d K h = x at *
  generalize uncoupledAmplitude d h = u at *
  -- the screening identity: the lost response is a sum of two nonnegative terms
  have hid : h ⬝ᵥ u - h ⬝ᵥ x = x ⬝ᵥ (K *ᵥ x) + ∑ i, d i * (u i - x i) ^ 2 := by
    simp only [dotProduct]
    rw [← Finset.sum_sub_distrib, ← Finset.sum_add_distrib]
    refine Finset.sum_congr rfl fun i _ => ?_
    have e1 := congrFun hx i
    rw [hessian_apply] at e1
    linear_combination (-x i) * e1 + (2 * x i - u i) * e2 i
  have hn : ∀ i ∈ Finset.univ, 0 ≤ d i * (u i - x i) ^ 2 :=
    fun i _ => mul_nonneg (hd i).le (sq_nonneg _)
  have hs := Finset.sum_nonneg hn
  have hKx := hK x
  refine ⟨by linarith, fun he => ?_, fun he => by rw [he]⟩
  have h0 : ∑ i, d i * (u i - x i) ^ 2 = 0 := by linarith
  funext i
  have hi := (Finset.sum_eq_zero_iff_of_nonneg hn).mp h0 i (Finset.mem_univ i)
  have hq := (mul_eq_zero.mp hi).resolve_left (hd i).ne'
  have hz := (pow_eq_zero_iff two_ne_zero).mp hq
  linarith

/-- For nonzero gaps, symmetric coupling and a stable Hessian, the response through first order
in `K` is a lower bound to the coupled response, attained exactly when `K D⁻¹ h = 0`. -/
theorem first_order_le_coupled {d : n → ℝ} {K : Matrix n n ℝ} (hd : ∀ i, d i ≠ 0)
    (hS : K.IsSymm) (hA : IsStable (hessian d K)) (h : n → ℝ) :
    uncoupledResponse d h - uncoupledAmplitude d h ⬝ᵥ (K *ᵥ uncoupledAmplitude d h)
        ≤ coupledResponse d K h ∧
      (coupledResponse d K h = uncoupledResponse d h
          - uncoupledAmplitude d h ⬝ᵥ (K *ᵥ uncoupledAmplitude d h) ↔
        K *ᵥ uncoupledAmplitude d h = 0) := by
  have hiff := amplitude_eq_iff hA hd h
  rw [← hiff]
  unfold coupledResponse uncoupledResponse
  have hx := (cphf_iff hA h _).mpr rfl
  have e2 (i : n) : d i * uncoupledAmplitude d h i = h i := by
    have := hd i
    unfold uncoupledAmplitude
    field_simp
  generalize coupledAmplitude d K h = x at *
  generalize uncoupledAmplitude d h = u at *
  have hsym : x ⬝ᵥ (K *ᵥ u) = u ⬝ᵥ (K *ᵥ x) := by
    rw [Matrix.dotProduct_mulVec, ← Matrix.mulVec_transpose, hS.eq, dotProduct_comm]
  have h1 : h ⬝ᵥ x - h ⬝ᵥ u = -(u ⬝ᵥ (K *ᵥ x)) := by
    simp only [dotProduct]
    rw [← Finset.sum_sub_distrib, ← Finset.sum_neg_distrib]
    refine Finset.sum_congr rfl fun i _ => ?_
    have e1 := congrFun hx i
    rw [hessian_apply] at e1
    linear_combination u i * e1 - x i * e2 i
  -- the relaxation `x - u` is driven by the coupling acting on `u`
  have h2 : hessian d K *ᵥ (x - u) = -(K *ᵥ u) := by
    funext i
    rw [Matrix.mulVec_sub, hx, Pi.sub_apply, hessian_apply, Pi.neg_apply]
    linarith [e2 i]
  have h3 : (x - u) ⬝ᵥ (hessian d K *ᵥ (x - u)) = h ⬝ᵥ x - h ⬝ᵥ u + u ⬝ᵥ (K *ᵥ u) := by
    rw [h2, dotProduct_neg, sub_dotProduct]
    linarith
  by_cases hxu : x = u
  · have hKu := hiff.mp hxu
    subst hxu
    simp [hKu]
  · have hpos := hA (x - u) (sub_ne_zero.mpr hxu)
    exact ⟨by linarith, fun he => by linarith, fun he => absurd he hxu⟩

/-- With a stable Hessian and a symmetric coupling of nonpositive quadratic form, the coupled
response is at least the uncoupled one, with equality exactly when `K D⁻¹ h = 0`. -/
theorem uncoupled_le_coupled {d : n → ℝ} {K : Matrix n n ℝ} (hS : K.IsSymm)
    (hA : IsStable (hessian d K)) (hK : ∀ x : n → ℝ, x ⬝ᵥ (K *ᵥ x) ≤ 0) (h : n → ℝ) :
    uncoupledResponse d h ≤ coupledResponse d K h ∧
      (coupledResponse d K h = uncoupledResponse d h ↔
        K *ᵥ uncoupledAmplitude d h = 0) := by
  -- stability and nonpositive coupling force positive gaps: test them on a single excitation
  have hd (i : n) : d i ≠ 0 := by
    have hne : (Pi.single i 1 : n → ℝ) ≠ 0 := by
      intro h0
      have := congrFun h0 i
      simp at this
    have hp := hA _ hne
    have hs : ∑ j, d j * (Pi.single i 1 : n → ℝ) j ^ 2 = d i := by
      rw [Finset.sum_eq_single i]
      · simp
      · intro j _ hj
        simp [hj]
      · simp
    rw [hessian_form, hs] at hp
    have := hK (Pi.single i 1)
    exact ne_of_gt (by linarith)
  obtain ⟨hle, heq⟩ := first_order_le_coupled hd hS hA h
  have hu := hK (uncoupledAmplitude d h)
  refine ⟨by linarith, fun he => heq.mp (by linarith), fun h0 => ?_⟩
  have := heq.mpr h0
  rwa [h0, dotProduct_zero, sub_zero] at this

/-- Two excitations of equal gap `g` with off-diagonal coupling `0 < k < g` have a stable Hessian,
yet coupling lowers the response to the field `(1, 1)` and raises that to `(1, -1)`. -/
theorem indefinite_coupling {g k : ℝ} (hk : 0 < k) (hkg : k < g) :
    IsStable (hessian ![g, g] !![0, k; k, 0]) ∧
    coupledResponse ![g, g] !![0, k; k, 0] ![1, 1] < uncoupledResponse ![g, g] ![1, 1] ∧
    uncoupledResponse ![g, g] ![1, -1] < coupledResponse ![g, g] !![0, k; k, 0] ![1, -1] := by
  have hg : 0 < g := hk.trans hkg
  have hm : 0 < g - k := sub_pos.mpr hkg
  have hp : g + k ≠ 0 := by positivity
  have hm' : g - k ≠ 0 := hm.ne'
  have hA : IsStable (hessian ![g, g] !![0, k; k, 0]) := by
    intro x hx
    have e : x ⬝ᵥ (hessian ![g, g] !![0, k; k, 0] *ᵥ x)
        = (g - k) * (x 0 ^ 2 + x 1 ^ 2) + k * (x 0 + x 1) ^ 2 := by
      rw [hessian_form]
      simp [dotProduct, Matrix.mulVec, Fin.sum_univ_two]
      ring
    have hs : 0 < x 0 ^ 2 + x 1 ^ 2 := by
      by_contra hc
      have q0 : x 0 ^ 2 = 0 := by linarith [sq_nonneg (x 0), sq_nonneg (x 1)]
      have q1 : x 1 ^ 2 = 0 := by linarith [sq_nonneg (x 0), sq_nonneg (x 1)]
      have hz : ∀ i, x i = 0 := Fin.forall_fin_two.mpr
        ⟨(pow_eq_zero_iff two_ne_zero).mp q0, (pow_eq_zero_iff two_ne_zero).mp q1⟩
      exact hx (funext hz)
    rw [e]
    have := mul_pos hm hs
    positivity
  -- solve the coupled equations for the two fields
  have s1 := (cphf_iff hA ![1, 1] ![1 / (g + k), 1 / (g + k)]).mp (by
    ext i
    rw [hessian_apply]
    fin_cases i <;> simp [Matrix.mulVec, dotProduct, Fin.sum_univ_two] <;> field_simp)
  have s2 := (cphf_iff hA ![1, -1] ![1 / (g - k), -(1 / (g - k))]).mp (by
    ext i
    rw [hessian_apply]
    fin_cases i <;> simp [Matrix.mulVec, dotProduct, Fin.sum_univ_two] <;> field_simp <;> ring)
  have l1 : 1 / (g + k) < 1 / g := one_div_lt_one_div_of_lt hg (by linarith)
  have l2 : 1 / g < 1 / (g - k) := one_div_lt_one_div_of_lt hm (by linarith)
  refine ⟨hA, ?_, ?_⟩
  · rw [coupledResponse, ← s1, uncoupledResponse]
    simp only [dotProduct, uncoupledAmplitude, Fin.sum_univ_two, Matrix.cons_val_zero,
      Matrix.cons_val_one]
    linarith
  · rw [coupledResponse, ← s2, uncoupledResponse]
    simp only [dotProduct, uncoupledAmplitude, Fin.sum_univ_two, Matrix.cons_val_zero,
      Matrix.cons_val_one, neg_div]
    linarith

end

end CoupledPerturbedHartreeFock
```

```lean
#print axioms CoupledPerturbedHartreeFock.coupled_le_uncoupled
#print axioms CoupledPerturbedHartreeFock.first_order_le_coupled
#print axioms CoupledPerturbedHartreeFock.uncoupled_le_coupled
#print axioms CoupledPerturbedHartreeFock.indefinite_coupling
```

```
'CoupledPerturbedHartreeFock.coupled_le_uncoupled' depends on axioms: [propext, Classical.choice, Quot.sound]
'CoupledPerturbedHartreeFock.first_order_le_coupled' depends on axioms: [propext, Classical.choice, Quot.sound]
'CoupledPerturbedHartreeFock.uncoupled_le_coupled' depends on axioms: [propext, Classical.choice, Quot.sound]
'CoupledPerturbedHartreeFock.indefinite_coupling' depends on axioms: [propext, Classical.choice, Quot.sound]
```

## From the Lean hypotheses to a response calculation

`hessian d K` is $D+K$, and `IsStable` is the positivity condition above. `coupledAmplitude` and `uncoupledAmplitude` are $x$ and $u$. `coupled_le_uncoupled` states the first inequality and does not require symmetric $K$; `uncoupled_le_coupled` states the second, with symmetry as `K.IsSymm`.

For a stable Hessian, `cphf_iff` proves that the coupled equation has a unique solution. If the gaps are also nonzero, `amplitude_eq_iff` turns $x=u$ into $Ku=0$. In `coupled_le_uncoupled`, `hid` is the screening identity, checked component by component with `linear_combination`. In `first_order_le_coupled`, `h1`, `h2` and `h3` are the three relations of the symmetric case. `indefinite_coupling` treats the two-excitation model for all $0<k<g$ by inserting explicit solutions.

$K$ is an arbitrary real matrix subject to the stated hypotheses: it is not built from two-electron integrals, and its sign and the stability required in the second case are assumed. Frequency-dependent response, complex orbitals, incomplete convergence and floating-point error are not covered.
